# Two finite Hermitian baths have the same hybridization function exactly when all their moments agree

## Baths, couplings and moments

A bath consists of $M$ orthonormal levels with a Hermitian matrix $D$ of energies and hoppings. It is coupled to a set of sites by a matrix $B$, whose entry $B_{il}$ is the amplitude between site $i$ and bath level $l$. A star denotes the adjoint of a matrix and the complex conjugate of a number. For complex $z$ that is not an eigenvalue of $D$, and natural $k$, starting at $0$, define

$$\Delta(z)=B(z-D)^{-1}B^*,\qquad m_k=BD^kB^*.$$

Both are matrices on the sites. A second bath, with $M'$ levels and matrices $D'$ and $B'$, is coupled to the same sites and gives $\Delta'(z)$ and $m'_k$.

If the site orbitals are orthonormal and orthogonal to the bath levels, and the sites have the one-particle Hamiltonian $H_0$, eliminating the bath amplitudes gives the site block $(z-H_0-\Delta(z))^{-1}$ of the Green's matrix. The non-interacting bath enters only through $\Delta$, the hybridization function.

## When two baths are equivalent

For Hermitian $D$ and $D'$, $\Delta(z)=\Delta'(z)$ at every non-real $z$ if and only if $m_k=m'_k$ for every $k$. Finite data already decide the matter:

- If $m_k=m'_k$ for all $k<M+M'$, then $\Delta=\Delta'$ at every non-real $z$.
- If $\Delta=\Delta'$ on a set $S$ of distinct frequencies in the upper half-plane with $2|S|\ge M+M'$, then all moments agree.

When an impurity model is discretized with a finite, non-interacting bath, the second criterion says that exact agreement at enough positive Matsubara frequencies makes two such baths equivalent. It does not estimate the error when the agreement is only approximate, as in a numerical fit.

## From moments to the hybridization function

Let $p$ be the product of the characteristic polynomials of $D$ and $D'$. It has degree $N=M+M'$, and by Cayley–Hamilton $p(D)=0$ and $p(D')=0$. Its zeros are eigenvalues of Hermitian matrices, hence real, so $p(z)\neq0$ for non-real $z$.

Since $p(X)-p(z)$ vanishes at $X=z$, it factors as $(X-z)h(X)$. Inserting $D$ gives $-p(z)=(D-z)h(D)$, so

$$(z-D)^{-1}=\frac{h(D)}{p(z)}.$$

The same polynomial $h$ serves for $D'$. Now divide $q=h/p(z)$ by $p$, with remainder $f=\sum_{k<N}f_kX^k$. Then $q(D)=f(D)$ and $q(D')=f(D')$, and therefore

$$\Delta(z)=\sum_{k<N}f_k\,m_k,\qquad \Delta'(z)=\sum_{k<N}f_k\,m'_k.$$

Equality of the first $N$ moments gives $\Delta(z)=\Delta'(z)$.

## From frequencies back to moments

Taking the adjoint gives $\Delta(z^*)=\Delta(z)^*$, and likewise for $\Delta'$. Agreement on $S$ thus extends to the mirror images. Together they form a set $T$ of $2|S|\ge N$ distinct non-real points.

Put $g(X)=\prod_{b\in T}(X-b)$ and divide $X^kg$ by $p$:

$$X^kg=f+ph,\qquad \deg f<N\le|T|,$$

where $f$ and $h$ are new polynomials. Lagrange interpolation on $T$ reproduces $f$:

$$f(X)=\sum_{a\in T}f(a)\prod_{b\in T,\,b\ne a}\frac{X-b}{a-b}.$$

Insert $D$. The left side is $D^kg(D)$, because $p(D)=0$. Each factor $D-b$ is invertible, so $g(D)$ can be divided out. In the term for $a$ this leaves $(D-a)^{-1}=-(a-D)^{-1}$:

$$D^k=\sum_{a\in T}c_a(a-D)^{-1},\qquad c_a=-f(a)\prod_{b\in T,\,b\neq a}\frac1{a-b}.$$

The coefficients do not depend on which bath is inserted. Multiplying by the couplings gives $m_k=\sum_a c_a\Delta(a)=\sum_a c_a\Delta'(a)=m'_k$. If $\Delta=\Delta'$ at every non-real $z$, the points $i,2i,\dots,Ni$ can serve as $S$, which completes the equivalence.

## Couplings 3, 4 and 5

Two levels at the same real energy $e$, with no hopping between them and coupled to one site with amplitudes $3$ and $4$, give

$$\Delta(z)=\frac{3^2+4^2}{z-e}=\frac{25}{z-e},\qquad m_k=25e^k.$$

One level at $e$ with coupling $5$ gives the same.

By contrast, single levels at energies $0$ and $1$ with unit coupling share $m_0=1$, but their first moments are $0$ and $1$. Here $M+M'=2$, so one frequency decides: at $z=i$ the hybridizations are $-i$ and $-(1+i)/2$.

## The Lean file

```lean
import Mathlib

open Polynomial Matrix

namespace EquivalentBaths

noncomputable section

variable {n : Type*} {M M' : ℕ}

/-- The hybridization function `B (z - D)⁻¹ B*` of a bath `D` coupled to the sites by `B`. -/
def hybridization (B : Matrix n (Fin M) ℂ) (D : Matrix (Fin M) (Fin M) ℂ) (z : ℂ) :
    Matrix n n ℂ :=
  B * (z • (1 : Matrix (Fin M) (Fin M) ℂ) - D)⁻¹ * Bᴴ

/-- The `k`-th moment `B Dᵏ B*` of a bath `D` coupled to the sites by `B`. -/
def bathMoment (B : Matrix n (Fin M) ℂ) (D : Matrix (Fin M) (Fin M) ℂ) (k : ℕ) :
    Matrix n n ℂ :=
  B * D ^ k * Bᴴ

/-- For a Hermitian bath the characteristic polynomial has no zero off the real axis. -/
theorem charpoly_eval_ne_zero {D : Matrix (Fin M) (Fin M) ℂ} (hD : D.IsHermitian)
    {z : ℂ} (hz : z.im ≠ 0) : D.charpoly.eval z ≠ 0 := by
  rw [hD.charpoly_eq, eval_prod, Finset.prod_ne_zero_iff]
  intro i _ h
  have h' := congrArg Complex.im h
  simp at h'
  exact hz h'

/-- All baths annihilated by `p` have their resolvent at `z` given by one common polynomial,
provided `p` does not vanish at `z`. -/
theorem resolvent_eq_polynomial (p : ℂ[X]) (z : ℂ) (hz : p.eval z ≠ 0) :
    ∃ q : ℂ[X], ∀ (M : ℕ) (D : Matrix (Fin M) (Fin M) ℂ), aeval D p = 0 →
      (z • (1 : Matrix (Fin M) (Fin M) ℂ) - D)⁻¹ = aeval D q := by
  -- factor `p(X) - p(z) = (X - z) h(X)`
  have hdvd : X - C z ∣ p - C (p.eval z) := by
    rw [dvd_iff_isRoot]
    simp [IsRoot]
  obtain ⟨h, hh⟩ := hdvd
  refine ⟨C (p.eval z)⁻¹ * h, fun M D hD => Matrix.inv_eq_right_inv ?_⟩
  have e := congrArg (aeval D) hh
  simp only [map_mul, map_sub, aeval_X, aeval_C, Algebra.algebraMap_eq_smul_one, hD,
    zero_sub] at e
  have e2 : (z • (1 : Matrix (Fin M) (Fin M) ℂ) - D) * aeval D h = p.eval z • 1 := by
    rw [← neg_sub D, neg_mul, ← e, neg_neg]
  rw [map_mul, aeval_C, Algebra.algebraMap_eq_smul_one, smul_mul_assoc, one_mul,
    mul_smul_comm, e2, smul_smul, inv_mul_cancel₀ hz, one_smul]

/-- Let `p` be nonzero and let there be at least `deg p` sampled frequencies. Then a polynomial of
the bath matrix is a combination of resolvents at the samples, with coefficients common to all baths
that are annihilated by `p` and have no eigenvalue among the samples. -/
theorem polynomial_eq_sum_resolvents (p : ℂ[X]) (hp : p ≠ 0) (S : Finset ℂ)
    (hS : p.natDegree ≤ S.card) (r : ℂ[X]) :
    ∃ c : ℂ → ℂ, ∀ (M : ℕ) (D : Matrix (Fin M) (Fin M) ℂ), aeval D p = 0 →
      (∀ a ∈ S, (a • (1 : Matrix (Fin M) (Fin M) ℂ) - D).det ≠ 0) →
      aeval D r = ∑ a ∈ S, c a • (a • (1 : Matrix (Fin M) (Fin M) ℂ) - D)⁻¹ := by
  -- reduce `r g` modulo `p`, where `g` vanishes at the samples, and interpolate the remainder
  obtain ⟨g, hg⟩ : ∃ g : ℂ[X], g = ∏ b ∈ S, (X - C b) := ⟨_, rfl⟩
  obtain ⟨f, h, hfd, hfr⟩ : ∃ f h : ℂ[X], f.degree < p.degree ∧ f + p * h = r * g :=
    ⟨(r * g) % p, (r * g) / p, degree_mod_lt _ hp, EuclideanDomain.mod_add_div _ _⟩
  have hf : f.degree < (S.card : WithBot ℕ) :=
    hfd.trans_le (degree_le_natDegree.trans (by exact_mod_cast hS))
  have hL := Lagrange.eq_interpolate (v := (id : ℂ → ℂ)) (Set.injOn_id (S : Set ℂ)) hf
  have hb : ∀ a ∈ S, (X - C a) * Lagrange.basis S id a
      = C (∏ b ∈ S.erase a, (a - b)⁻¹) * g := by
    intro a ha
    rw [hg, ← Finset.mul_prod_erase S _ ha]
    simp only [Lagrange.basis, Lagrange.basisDivisor, Finset.prod_mul_distrib, id_eq, map_prod]
    ring
  refine ⟨fun a => -(f.eval a * ∏ b ∈ S.erase a, (a - b)⁻¹), fun M D hD hdet => ?_⟩
  have hG : ∀ T : Finset ℂ, T ⊆ S → IsUnit (aeval D (∏ b ∈ T, (X - C b))) := by
    intro T
    induction T using Finset.induction_on with
    | empty => intro _; simp
    | insert a T ha ih =>
      intro hT
      rw [Finset.prod_insert ha, map_mul]
      refine IsUnit.mul ?_ (ih ((Finset.subset_insert a T).trans hT))
      have e : aeval D (X - C a) = -(a • (1 : Matrix (Fin M) (Fin M) ℂ) - D) := by
        simp [Algebra.algebraMap_eq_smul_one]
      rw [e]
      exact ((Matrix.isUnit_iff_isUnit_det _).2
        (hdet a (hT (Finset.mem_insert_self a T))).isUnit).neg
  have hGu : IsUnit (aeval D g) := hg ▸ hG S (Finset.Subset.refl S)
  have hfD : aeval D f = aeval D r * aeval D g := by
    have e := congrArg (aeval D) hfr
    simpa only [map_add, map_mul, hD, zero_mul, add_zero] using e
  apply hGu.mul_right_cancel
  rw [← hfD, Finset.sum_mul]
  have e := congrArg (aeval D) hL
  rw [Lagrange.interpolate_apply, map_sum] at e
  refine e.trans (Finset.sum_congr rfl fun a ha => ?_)
  have h1 := congrArg (aeval D) (hb a ha)
  simp only [map_mul, map_sub, aeval_X, aeval_C] at h1
  rw [Algebra.algebraMap_eq_smul_one, Algebra.algebraMap_eq_smul_one, smul_mul_assoc,
    one_mul] at h1
  have h2 : aeval D (Lagrange.basis S id a) = (a • (1 : Matrix (Fin M) (Fin M) ℂ) - D)⁻¹ *
      ((a • (1 : Matrix (Fin M) (Fin M) ℂ) - D) * aeval D (Lagrange.basis S id a)) := by
    rw [← mul_assoc, Matrix.nonsing_inv_mul _ (hdet a ha).isUnit, one_mul]
  rw [← neg_sub D (a • (1 : Matrix (Fin M) (Fin M) ℂ)), neg_mul, h1,
    neg_sub D (a • (1 : Matrix (Fin M) (Fin M) ℂ))] at h2
  rw [map_mul, aeval_C, Algebra.algebraMap_eq_smul_one, smul_mul_assoc, one_mul, h2,
    mul_neg, mul_smul_comm, smul_neg, smul_smul, smul_mul_assoc, neg_smul]
  simp only [id_eq]

/-- The product of the two characteristic polynomials annihilates both baths and has degree
equal to the total number of bath levels. -/
theorem common_annihilator (D : Matrix (Fin M) (Fin M) ℂ) (D' : Matrix (Fin M') (Fin M') ℂ) :
    aeval D (D.charpoly * D'.charpoly) = 0 ∧ aeval D' (D.charpoly * D'.charpoly) = 0 ∧
      D.charpoly * D'.charpoly ≠ 0 ∧ (D.charpoly * D'.charpoly).natDegree = M + M' := by
  refine ⟨?_, ?_, ((charpoly_monic D).mul (charpoly_monic D')).ne_zero, ?_⟩
  · rw [map_mul, aeval_self_charpoly, zero_mul]
  · rw [map_mul, aeval_self_charpoly, mul_zero]
  · rw [(charpoly_monic D).natDegree_mul (charpoly_monic D'), charpoly_natDegree_eq_dim,
      charpoly_natDegree_eq_dim, Fintype.card_fin, Fintype.card_fin]

variable {B : Matrix n (Fin M) ℂ} {D : Matrix (Fin M) (Fin M) ℂ}
  {B' : Matrix n (Fin M') ℂ} {D' : Matrix (Fin M') (Fin M') ℂ}

/-- If the first `M + M'` moments of two baths agree, then `B r(D) B* = B' r(D') B'*` for every
polynomial `r`. -/
theorem polynomial_response_eq (h : ∀ k < M + M', bathMoment B D k = bathMoment B' D' k)
    (r : ℂ[X]) : B * aeval D r * Bᴴ = B' * aeval D' r * B'ᴴ := by
  obtain ⟨h1, h2, h0, hdeg⟩ := common_annihilator D D'
  generalize D.charpoly * D'.charpoly = p at h1 h2 h0 hdeg
  obtain ⟨f, q, hfd, rfl⟩ : ∃ f q : ℂ[X], f.degree < p.degree ∧ f + p * q = r :=
    ⟨r % p, r / p, degree_mod_lt _ h0, EuclideanDomain.mod_add_div _ _⟩
  rw [degree_eq_natDegree h0, hdeg] at hfd
  simp only [map_add, map_mul, h1, h2, zero_mul, add_zero]
  rw [aeval_eq_sum_range, aeval_eq_sum_range]
  simp only [Matrix.mul_sum, Matrix.sum_mul, Matrix.mul_smul, Matrix.smul_mul]
  refine Finset.sum_congr rfl fun i _ => ?_
  by_cases hi : i < M + M'
  · exact congrArg (fun A => f.coeff i • A) (h i hi)
  · have hc : f.coeff i = 0 :=
      coeff_eq_zero_of_degree_lt (hfd.trans_le (by exact_mod_cast not_lt.1 hi))
    rw [hc, zero_smul, zero_smul]

/-- If the first `M + M'` moments of two Hermitian baths agree, their hybridization functions
agree at every non-real frequency. -/
theorem hybridization_eq_of_moments (hD : D.IsHermitian) (hD' : D'.IsHermitian)
    (h : ∀ k < M + M', bathMoment B D k = bathMoment B' D' k) {z : ℂ} (hz : z.im ≠ 0) :
    hybridization B D z = hybridization B' D' z := by
  obtain ⟨h1, h2, -, -⟩ := common_annihilator D D'
  obtain ⟨q, hq⟩ := resolvent_eq_polynomial (D.charpoly * D'.charpoly) z (by
    rw [eval_mul]
    exact mul_ne_zero (charpoly_eval_ne_zero hD hz) (charpoly_eval_ne_zero hD' hz))
  rw [hybridization, hybridization, hq M D h1, hq M' D' h2]
  exact polynomial_response_eq h q

/-- Reflecting the frequency in the real axis takes the adjoint of the hybridization function
of a Hermitian bath. -/
theorem hybridization_star (B : Matrix n (Fin M) ℂ) (hD : D.IsHermitian) (z : ℂ) :
    hybridization B D (star z) = (hybridization B D z)ᴴ := by
  simp only [hybridization, conjTranspose_mul, conjTranspose_conjTranspose,
    conjTranspose_nonsing_inv, conjTranspose_sub, conjTranspose_smul, conjTranspose_one,
    hD.eq, Matrix.mul_assoc]

/-- If the hybridization functions of two Hermitian baths agree at distinct frequencies in the
upper half-plane, at least half as many as there are bath levels in total, all moments agree. -/
theorem moments_eq_of_frequencies (hD : D.IsHermitian) (hD' : D'.IsHermitian) (S : Finset ℂ)
    (hS : ∀ z ∈ S, 0 < z.im) (hcard : M + M' ≤ 2 * S.card)
    (h : ∀ z ∈ S, hybridization B D z = hybridization B' D' z) (k : ℕ) :
    bathMoment B D k = bathMoment B' D' k := by
  -- add the mirror frequencies in the lower half-plane
  have hdisj : Disjoint S (S.image star) := by
    rw [Finset.disjoint_left]
    intro a ha ha'
    obtain ⟨b, hb, rfl⟩ := Finset.mem_image.1 ha'
    have h1 := hS _ ha
    have h2 := hS b hb
    simp at h1
    linarith
  have hT : ∀ z ∈ S ∪ S.image star,
      z.im ≠ 0 ∧ hybridization B D z = hybridization B' D' z := by
    intro z hz
    rcases Finset.mem_union.1 hz with hz | hz
    · exact ⟨(hS z hz).ne', h z hz⟩
    · obtain ⟨b, hb, rfl⟩ := Finset.mem_image.1 hz
      refine ⟨by simpa using (hS b hb).ne', ?_⟩
      rw [hybridization_star B hD, hybridization_star B' hD', h b hb]
  have hTc : (S ∪ S.image star).card = 2 * S.card := by
    rw [Finset.card_union_of_disjoint hdisj, Finset.card_image_of_injective S star_injective]
    ring
  generalize S ∪ S.image star = T at hT hTc
  obtain ⟨h1, h2, h0, hdeg⟩ := common_annihilator D D'
  obtain ⟨c, hc⟩ := polynomial_eq_sum_resolvents _ h0 T (by omega) (X ^ k)
  have hdet : ∀ {L : ℕ} {A : Matrix (Fin L) (Fin L) ℂ}, A.IsHermitian → ∀ a ∈ T,
      (a • (1 : Matrix (Fin L) (Fin L) ℂ) - A).det ≠ 0 := by
    intro L A hA a ha
    have e := charpoly_eval_ne_zero hA (hT a ha).1
    rwa [eval_charpoly, scalar_apply, ← smul_one_eq_diagonal] at e
  have e1 := hc M D h1 (hdet hD)
  have e2 := hc M' D' h2 (hdet hD')
  rw [map_pow, aeval_X] at e1 e2
  rw [bathMoment, bathMoment, e1, e2]
  simp only [Matrix.mul_sum, Matrix.sum_mul, Matrix.mul_smul, Matrix.smul_mul]
  exact Finset.sum_congr rfl fun a ha => congrArg (fun A => c a • A) (hT a ha).2

/-- Two Hermitian baths, possibly of different sizes, have the same hybridization function at
all non-real frequencies if and only if all their moments agree. -/
theorem equivalent_baths_iff (hD : D.IsHermitian) (hD' : D'.IsHermitian) :
    (∀ z : ℂ, z.im ≠ 0 → hybridization B D z = hybridization B' D' z) ↔
      ∀ k : ℕ, bathMoment B D k = bathMoment B' D' k := by
  refine ⟨fun h => ?_, fun h z hz => hybridization_eq_of_moments hD hD' (fun k _ => h k) hz⟩
  -- sample the imaginary axis at `i, 2i, 3i, ...`
  have hinj : Function.Injective (fun j : ℕ => (⟨0, (j : ℝ) + 1⟩ : ℂ)) := by
    intro i j hij
    have e : (i : ℝ) + 1 = (j : ℝ) + 1 := congrArg Complex.im hij
    exact_mod_cast add_right_cancel e
  have hpos : ∀ z ∈ (Finset.range (M + M')).image (fun j : ℕ => (⟨0, (j : ℝ) + 1⟩ : ℂ)),
      0 < z.im := by
    intro z hz
    obtain ⟨j, -, rfl⟩ := Finset.mem_image.1 hz
    exact Nat.cast_add_one_pos j
  refine moments_eq_of_frequencies hD hD' _ hpos ?_ fun z hz => h z (hpos z hz).ne'
  rw [Finset.card_image_of_injective _ hinj, Finset.card_range]
  omega

/-- Two degenerate levels with couplings 3 and 4 give the same hybridization function as a single
level of the same energy with coupling 5, at every non-real frequency. -/
theorem equivalent_baths_witness (e : ℝ) {z : ℂ} (hz : z.im ≠ 0) :
    hybridization !![(3 : ℂ), 4] ((e : ℂ) • (1 : Matrix (Fin 2) (Fin 2) ℂ)) z =
      hybridization !![(5 : ℂ)] ((e : ℂ) • (1 : Matrix (Fin 1) (Fin 1) ℂ)) z := by
  have hH : ∀ L : ℕ, ((e : ℂ) • (1 : Matrix (Fin L) (Fin L) ℂ)).IsHermitian := by
    intro L
    simp [Matrix.IsHermitian, conjTranspose_smul]
  refine (equivalent_baths_iff (hH 2) (hH 1)).2 (fun k => ?_) z hz
  -- the total coupling strengths agree: `3² + 4² = 5²`
  have hB : !![(3 : ℂ), 4] * !![(3 : ℂ), 4]ᴴ = !![(5 : ℂ)] * !![(5 : ℂ)]ᴴ := by
    ext i j
    fin_cases i
    fin_cases j
    have h3 : (starRingEnd ℂ) 3 = 3 := Complex.ext (by simp) (by simp)
    have h4 : (starRingEnd ℂ) 4 = 4 := Complex.ext (by simp) (by simp)
    simp [Matrix.mul_apply, Fin.sum_univ_succ]
    norm_num
    linear_combination 3 * h3 + 4 * h4
  simp only [bathMoment, _root_.smul_pow, one_pow, Matrix.mul_smul, Matrix.smul_mul,
    Matrix.mul_one]
  rw [hB]

/-- Two one-level baths with unit coupling and energies 0 and 1 share the zeroth moment but
not the first. -/
theorem zeroth_moment_not_enough :
    bathMoment (1 : Matrix (Fin 1) (Fin 1) ℂ) 0 0 = bathMoment 1 (1 : Matrix (Fin 1) (Fin 1) ℂ) 0 ∧
      bathMoment (1 : Matrix (Fin 1) (Fin 1) ℂ) 0 1 ≠
        bathMoment 1 (1 : Matrix (Fin 1) (Fin 1) ℂ) 1 := by
  constructor <;> simp [bathMoment]

end

end EquivalentBaths
```

```lean
#print axioms EquivalentBaths.equivalent_baths_iff
-- 'EquivalentBaths.equivalent_baths_iff' depends on axioms: [propext, Classical.choice, Quot.sound]
#print axioms EquivalentBaths.zeroth_moment_not_enough
-- 'EquivalentBaths.zeroth_moment_not_enough' depends on axioms: [propext, Classical.choice, Quot.sound]
```

## Reading the statement in Lean

The site labels form an arbitrary type `n`, while bath levels are numbered by `Fin M` and `Fin M'`; a bath may be empty. `hybridization B D z` is $\Delta(z)$, `bathMoment B D k` is $m_k$, and `ᴴ` is the adjoint. The assumptions `hD` and `hD'` say that the bath matrices are Hermitian, so each bath, taken by itself, has real energies. The condition `z.im ≠ 0` keeps $z$ away from those energies, so the inverse is a true one.

`equivalent_baths_iff` is the equivalence. The finite criteria are `hybridization_eq_of_moments` and `moments_eq_of_frequencies`, where the `Finset` `S` makes the frequencies distinct. The site Hamiltonian does not appear, and continuous baths are not covered.

A bath could also be modelled by distinct real energies $\varepsilon$ with nonzero positive semidefinite weights $W_\varepsilon$ on the sites, so that $\Delta(z)=\sum_\varepsilon W_\varepsilon/(z-\varepsilon)$. Degenerate levels would then be merged from the start, and equivalence would mean equal energies and weights. The statement would no longer speak directly about $B$ and $D$. Factoring the weights would give one such pair with the same $\Delta$, not necessarily the original one.

## How the proof follows the derivation

`charpoly_eval_ne_zero` writes the characteristic polynomial as a product over real eigenvalues. `common_annihilator` supplies $p$, its degree and the two Cayley–Hamilton identities.

In `resolvent_eq_polynomial` the polynomial `q` is chosen before the bath, which is how Lean records that one polynomial serves both. The factorization comes from `dvd_iff_isRoot`, and `Matrix.inv_eq_right_inv` identifies the inverse. `polynomial_response_eq` performs the division by $p$ and compares the remaining sums term by term; `hybridization_eq_of_moments` combines these results.

For the converse, `polynomial_eq_sum_resolvents` carries out the interpolation for a general polynomial `r` in place of $X^k$. An induction over the samples shows that $g(D)$ is invertible, and `hGu.mul_right_cancel` divides it out. `hybridization_star` gives the reflection. `moments_eq_of_frequencies` then forms `S ∪ S.image star`, checks that the two halves are disjoint, and applies the interpolation with `X ^ k`.

`equivalent_baths_witness` obtains the 3, 4, 5 example from the equivalence by comparing moments, and `zeroth_moment_not_enough` checks the moments of the two single levels.
